# In a space of double excitations that all couple to the reference, the energy through third order is stationary in every denominator exactly when the first-order amplitudes solve the linearized coupled-cluster equations

**Q:** You differentiate the perturbation energy with respect to its denominators. When one denominator changes, do the amplitudes change with it, or are they held fixed?

**A:** They change with it, and the result depends on that choice. Let $k$ label finitely many excited configurations, orthonormal and orthogonal to the normalised reference. Let $v_k$ be the real coupling of configuration $k$ to the reference, and $A$ the real symmetric matrix of $H-E_{\rm ref}$ among the excited configurations, where $E_{\rm ref}$ is the reference expectation value. The zeroth-order Hamiltonian is diagonal, with excitation energies $D_k\neq 0$ that we may shift freely. Then

$$t_k=-\frac{v_k}{D_k},\qquad E_2=v\cdot t,\qquad E_3=t\cdot(A-\operatorname{diag}D)\,t .$$

I regard $E_2+E_3$ as a function of $D$ alone, with $t$ determined by $D$. With $t$ frozen, the derivative in $D_k$ would be $-t_k^2$, which never vanishes when $v_k\ne0$.

In Lean 4 with Mathlib:

```lean
import Mathlib

open Matrix Topology

namespace OptimizedLevelShift

noncomputable section

variable {n : Type*} [Fintype n] [DecidableEq n]
```

The finite type `n` is the set of excited configurations, and `amp` is the vector $t$.

```lean
/-- First-order amplitudes `t_k = -v_k / D_k`, for nonzero denominators `D_k`. -/
def amp (v D : n → ℝ) : n → ℝ := fun k => -v k / D k
```

**Q:** And the energies are the usual ones?

**A:** They are the formulas above, taken as definitions. The file does not derive them from a perturbation series or build $A$ from a molecular Hamiltonian.

```lean
/-- The second-order energy `v · t`. -/
def energy2 (v t : n → ℝ) : ℝ := v ⬝ᵥ t

/-- The third-order energy `t · (A - diag D) t`. -/
def energy3 (A : Matrix n n ℝ) (D t : n → ℝ) : ℝ := t ⬝ᵥ ((A - diagonal D) *ᵥ t)
```

The function to be made stationary inserts `amp v D` in both terms.

```lean
/-- The correlation energy through third order as a function of the
denominators `D`, all of them nonzero. -/
def energy (A : Matrix n n ℝ) (v D : n → ℝ) : ℝ :=
  energy2 v (amp v D) + energy3 A D (amp v D)
```

**Q:** $D$ now appears in $E_2$, in $t$ and explicitly in $E_3$. How do you differentiate that without a mess?

**A:** The explicit $D$ cancels. Since $D_kt_k=-v_k$, we have $-t\cdot\operatorname{diag}(D)\,t=v\cdot t$, so

$$E_2+E_3=2\,v\cdot t+t\cdot At=:J(t),$$

the Hylleraas functional.

```lean
/-- The Hylleraas functional `2 v · t + t · A t` of the amplitudes. -/
def hylleraas (A : Matrix n n ℝ) (v t : n → ℝ) : ℝ := 2 * (v ⬝ᵥ t) + t ⬝ᵥ (A *ᵥ t)
```

This is the usual second-order Hylleraas functional with $A$ in place of $\operatorname{diag}D$; with $\operatorname{diag}D$ itself, the stationary value would be $E_2$ alone. For symmetric $A$ and any change $e$ of the amplitudes,

$$J(t+e)=J(t)+2\,e\cdot(v+At)+e\cdot Ae .$$

Now replace the single denominator $D_k$ by $x\neq0$. Only the amplitude $t_k$ changes, by

$$s(x)=-\frac{v_k}{x}+\frac{v_k}{D_k},\qquad s(D_k)=0,\qquad s'(D_k)=\frac{v_k}{D_k^2}.$$

The energy becomes $J(t)+2s(x)\,(v+At)_k+A_{kk}\,s(x)^2$. The quadratic term has zero derivative at $x=D_k$, which leaves

$$\frac{\partial(E_2+E_3)}{\partial D_k}=\frac{2v_k}{D_k^2}\,\bigl(v_k+(At)_k\bigr).$$

If no $v_k$ is zero, all these derivatives vanish exactly when $At=-v$. When the configurations are double excitations, these are the linearized coupled-cluster doubles equations, and that is the case I mean below by "linearized coupled cluster". The algebra holds for any list of configurations, but the name does not: if singles that couple to the reference are included as well, $At$ contains disconnected products that linearized coupled cluster leaves out.

**Q:** Does the formal notion of stationarity really say that?

**A:** Yes. `Function.update D k x` replaces the one entry $D_k$ by $x$, and `HasDerivAt` with value `0` says that the derivative at `D k` exists and is zero. This is required for every `k`.

```lean
/-- The energy through third order has vanishing partial derivative in every
denominator `D_k`. -/
def IsStationary (A : Matrix n n ℝ) (v D : n → ℝ) : Prop :=
  ∀ k, HasDerivAt (fun x => energy A v (Function.update D k x)) 0 (D k)
```

**Q:** Then show me the cancellation in the proof.

**A:** The first lemma is $D_kt_k=-v_k$. The second turns it into the vector equation $\operatorname{diag}(D)\,t=-v$ and substitutes that into $E_3$.

```lean
omit [Fintype n] [DecidableEq n] in
/-- The amplitudes solve the first-order equations `D_k t_k = -v_k`. -/
theorem amp_mul {v D : n → ℝ} (hD : ∀ k, D k ≠ 0) (k : n) :
    D k * amp v D k = -v k := by
  have := hD k
  simp only [amp]
  field_simp

/-- For amplitudes obeying the first-order equations, the sum of the second- and
third-order energies is the Hylleraas functional. -/
theorem energy2_add_energy3 (A : Matrix n n ℝ) {v D t : n → ℝ}
    (h : ∀ k, D k * t k = -v k) :
    energy2 v t + energy3 A D t = hylleraas A v t := by
  have h1 : diagonal D *ᵥ t = -v := by
    ext k
    rw [mulVec_diagonal, h k, Pi.neg_apply]
  unfold energy2 energy3 hylleraas
  rw [sub_mulVec, h1, dotProduct_sub, dotProduct_neg, dotProduct_comm t v]
  ring
```

The exact expansion comes next. Symmetry enters through `hsymm`, which identifies the cross terms $t\cdot Ae$ and $e\cdot At$.

```lean
omit [DecidableEq n] in
/-- Exact expansion of the Hylleraas functional about amplitudes `t` under a
change `e`. -/
theorem hylleraas_add {A : Matrix n n ℝ} (hA : A.IsSymm) (v t e : n → ℝ) :
    hylleraas A v (t + e) =
      hylleraas A v t + 2 * (e ⬝ᵥ (v + A *ᵥ t)) + e ⬝ᵥ (A *ᵥ e) := by
  have hsymm : t ⬝ᵥ (A *ᵥ e) = e ⬝ᵥ (A *ᵥ t) := by
    rw [dotProduct_mulVec, ← mulVec_transpose, hA.eq]
    exact dotProduct_comm _ _
  simp only [hylleraas, mulVec_add, dotProduct_add, add_dotProduct]
  linear_combination hsymm + 2 * dotProduct_comm v e
```

**Q:** The energy formula divides by $x$. What happens at $x=0$?

**A:** Nothing that matters. A derivative depends only on values near $D_k\neq0$, and the `filter_upwards` step restricts the comparison to nonzero $x$. There, `ht` says that only one amplitude has changed, `he` evaluates the quadratic term as $A_{kk}s^2$, and `key` combines the cancellation with the expansion. The derivative $s'(D_k)$ is `hs`, and `hq` differentiates the resulting quadratic in $s$.

```lean
/-- The partial derivative of the energy through third order with respect to
the denominator `D_k`. -/
theorem hasDerivAt_energy {A : Matrix n n ℝ} (hA : A.IsSymm) {v D : n → ℝ}
    (hD : ∀ k, D k ≠ 0) (k : n) :
    HasDerivAt (fun x => energy A v (Function.update D k x))
      (2 * (v k / D k ^ 2) * (v k + (A *ᵥ amp v D) k)) (D k) := by
  -- the change of the single amplitude `t_k`
  have hs : HasDerivAt (fun x : ℝ => -v k * x⁻¹ + v k / D k) (v k / D k ^ 2) (D k) := by
    have h := ((hasDerivAt_inv (hD k)).const_mul (-v k)).add_const (v k / D k)
    exact h.congr_deriv (by ring)
  have hs0 : -v k * (D k)⁻¹ + v k / D k = 0 := by ring
  have hq := ((hs.const_mul (2 * (v k + (A *ᵥ amp v D) k))).fun_add
    ((hs.fun_mul hs).const_mul (A k k))).const_add (hylleraas A v (amp v D))
  refine (hq.congr_of_eventuallyEq ?_).congr_deriv ?_
  · filter_upwards [isOpen_ne.mem_nhds (hD k)] with x hx
    have hD' : ∀ j, Function.update D k x j ≠ 0 := by
      intro j
      by_cases hj : j = k
      · subst hj
        simpa using hx
      · simpa [Function.update_of_ne hj] using hD j
    have ht : amp v (Function.update D k x) =
        amp v D + Pi.single k (-v k * x⁻¹ + v k / D k) := by
      ext j
      by_cases hj : j = k
      · subst hj
        simp only [amp, Function.update_self, Pi.add_apply, Pi.single_eq_same]
        ring
      · simp [amp, hj]
    have he (s : ℝ) : Pi.single k s ⬝ᵥ (A *ᵥ Pi.single k s) = s * (A k k * s) := by
      rw [single_dotProduct]
      change s * (A k ⬝ᵥ Pi.single k s) = _
      rw [dotProduct_single]
    have key := energy2_add_energy3 A (amp_mul (v := v) hD')
    rw [ht, hylleraas_add hA, he, single_dotProduct, Pi.add_apply, ← ht] at key
    unfold energy
    linear_combination key
  · simp only [hs0]
    ring
```

**Q:** Why insist on nonzero couplings, if that derivative formula doesn't need them?

**A:** Because of the prefactor $v_k$. A configuration with $v_k=0$ has $t_k=0$ whatever its denominator, so varying $D_k$ tests nothing about row $k$ of $At=-v$. The hypothesis `hv` says that every configuration in the list couples directly to the reference. In the forward direction, the proof compares the computed derivative with zero by uniqueness of derivatives and removes the nonzero prefactor. The converse substitutes $At=-v$.

```lean
/-- With nonzero couplings and denominators, the energy through third order is
stationary in all denominators exactly when `A t = -v`. -/
theorem isStationary_iff {A : Matrix n n ℝ} (hA : A.IsSymm) {v D : n → ℝ}
    (hv : ∀ k, v k ≠ 0) (hD : ∀ k, D k ≠ 0) :
    IsStationary A v D ↔ A *ᵥ amp v D = -v := by
  constructor
  · intro h
    ext k
    have h0 := (hasDerivAt_energy hA hD k).unique (h k)
    have hc : 2 * (v k / D k ^ 2) ≠ 0 :=
      mul_ne_zero two_ne_zero (div_ne_zero (hv k) (pow_ne_zero 2 (hD k)))
    have h1 := (mul_eq_zero.mp h0).resolve_left hc
    rw [Pi.neg_apply]
    linarith
  · intro h k
    refine (hasDerivAt_energy hA hD k).congr_deriv ?_
    rw [h]
    simp
```

**Q:** That characterises the amplitudes. I wanted the denominators.

**A:** Suppose $A$ is invertible, written `IsUnit A.det`. Then $At=-v$ means $t=-A^{-1}v$, and multiplying component $k$ by $D_k$ gives

$$D_k\,(A^{-1}v)_k=v_k .$$

Conversely, this equation and $D_kt_k=-v_k$ give $t=-A^{-1}v$ after cancelling $D_k$. The proof takes the same two routes.

```lean
/-- For invertible `A` and nonzero couplings, the nonzero stationary denominators are those with
`D_k (A⁻¹ v)_k = v_k` for every `k`. -/
theorem isStationary_iff_denominators {A : Matrix n n ℝ} (hA : A.IsSymm)
    (hdet : IsUnit A.det) {v D : n → ℝ} (hv : ∀ k, v k ≠ 0) (hD : ∀ k, D k ≠ 0) :
    IsStationary A v D ↔ ∀ k, D k * (A⁻¹ *ᵥ v) k = v k := by
  rw [isStationary_iff hA hv hD]
  constructor
  · intro h k
    have ht : A⁻¹ *ᵥ v = -amp v D := by
      calc A⁻¹ *ᵥ v = A⁻¹ *ᵥ (A *ᵥ (-amp v D)) := by rw [mulVec_neg, h, neg_neg]
        _ = -amp v D := by rw [mulVec_mulVec, nonsing_inv_mul _ hdet, one_mulVec]
    rw [ht, Pi.neg_apply]
    linear_combination -(amp_mul (v := v) hD k)
  · intro h
    have ht : amp v D = -(A⁻¹ *ᵥ v) := by
      ext k
      apply mul_left_cancel₀ (hD k)
      rw [amp_mul hD, Pi.neg_apply]
      linear_combination h k
    rw [ht, mulVec_neg, mulVec_mulVec, mul_nonsing_inv _ hdet, one_mulVec]
```

**Q:** Do such denominators always exist?

**A:** No. If $(A^{-1}v)_k=0$, the equation would force $v_k=0$, which is excluded: the required amplitude is zero, and no finite denominator produces it from a nonzero coupling. If no component vanishes, $D_k=v_k/(A^{-1}v)_k$ works. It may be negative, so it need not resemble an excitation energy.

```lean
/-- For invertible `A` and nonzero couplings, nonzero stationary denominators exist exactly when no
component of `A⁻¹ v` vanishes. -/
theorem exists_isStationary_iff {A : Matrix n n ℝ} (hA : A.IsSymm)
    (hdet : IsUnit A.det) {v : n → ℝ} (hv : ∀ k, v k ≠ 0) :
    (∃ D : n → ℝ, (∀ k, D k ≠ 0) ∧ IsStationary A v D) ↔ ∀ k, (A⁻¹ *ᵥ v) k ≠ 0 := by
  constructor
  · rintro ⟨D, hD, h⟩ k h0
    have h1 := (isStationary_iff_denominators hA hdet hv hD).1 h k
    rw [h0, mul_zero] at h1
    exact hv k h1.symm
  · intro h
    refine ⟨fun k => v k / (A⁻¹ *ᵥ v) k, fun k => div_ne_zero (hv k) (h k), ?_⟩
    refine (isStationary_iff_denominators hA hdet hv
      (fun k => div_ne_zero (hv k) (h k))).2 fun k => ?_
    have := h k
    field_simp
```

**Q:** Suppose my denominators are not optimal. How far off is the energy?

**A:** Let $s$ now denote an amplitude vector with $As=-v$. Expand $J$ about $s$ with $e=t-s$. The linear term vanishes and $J(s)=2v\cdot s-s\cdot v=v\cdot s$, so

$$E_2+E_3=v\cdot s+(t-s)\cdot A(t-s).$$

The error relative to the linearized coupled-cluster energy $v\cdot s$ is exactly quadratic in the amplitude error. The theorem assumes that $s$ exists, not that $A$ is invertible.

```lean
/-- If `A s = -v`, the energy through third order differs from `v · s` by the quadratic form of `A`
in the amplitude difference `t - s`. -/
theorem energy_eq_add_error {A : Matrix n n ℝ} (hA : A.IsSymm) {v D s : n → ℝ}
    (hD : ∀ k, D k ≠ 0) (hs : A *ᵥ s = -v) :
    energy A v D = v ⬝ᵥ s + (amp v D - s) ⬝ᵥ (A *ᵥ (amp v D - s)) := by
  have h := hylleraas_add hA v s (amp v D - s)
  rw [add_sub_cancel, hs, add_neg_cancel, dotProduct_zero] at h
  have h0 : hylleraas A v s = v ⬝ᵥ s := by
    unfold hylleraas
    rw [hs, dotProduct_neg, dotProduct_comm s v]
    ring
  have h1 : energy A v D = hylleraas A v (amp v D) :=
    energy2_add_energy3 A (amp_mul hD)
  linarith
```

**Q:** Is the stationary point a minimum, then?

**A:** It is if $A$ is positive definite, which is the hypothesis `hpos`. Physically, every normalised state in the excited space must have an energy expectation value above $E_{\rm ref}$. The error term is then nonnegative, so $v\cdot s$ is a lower bound on $E_2+E_3$. It is not thereby a bound on the exact correlation energy.

For the equality condition, the proof splits on whether $t-s$ is zero. If it is, the energies agree and $At=-v$. If it isn't, the error is strictly positive, and stationarity is impossible because $At=As$ would make the quadratic form vanish.

```lean
/-- For positive definite `A`, nonzero couplings and `A s = -v`, the value `v · s` bounds the energy
through third order from below, with equality exactly at stationary denominators. -/
theorem energy_lower_bound {A : Matrix n n ℝ} (hA : A.IsSymm)
    (hpos : ∀ x : n → ℝ, x ≠ 0 → 0 < x ⬝ᵥ (A *ᵥ x)) {v D s : n → ℝ}
    (hv : ∀ k, v k ≠ 0) (hD : ∀ k, D k ≠ 0) (hs : A *ᵥ s = -v) :
    v ⬝ᵥ s ≤ energy A v D ∧ (energy A v D = v ⬝ᵥ s ↔ IsStationary A v D) := by
  have h := energy_eq_add_error hA hD hs
  rw [isStationary_iff hA hv hD]
  by_cases ht : amp v D - s = 0
  · have hts : amp v D = s := sub_eq_zero.mp ht
    rw [ht, zero_dotProduct, add_zero] at h
    exact ⟨h.ge, fun _ => by rw [hts, hs], fun _ => h⟩
  · have hp := hpos _ ht
    refine ⟨by linarith, fun he => by linarith, fun he => ?_⟩
    -- equal images under `A` would make the error form vanish
    rw [mulVec_sub, he, hs, sub_self, dotProduct_zero] at hp
    exact absurd hp (lt_irrefl 0)
```

**Q:** Couldn't I just use the diagonal elements of $A$ as denominators?

**A:** That is the Epstein–Nesbet choice, and in general it is not stationary. Take two configurations with

$$A=\begin{pmatrix}2&1\\1&2\end{pmatrix},\qquad v=(1,1).$$

Denominators $(3,3)$ give $t=(-\tfrac13,-\tfrac13)$ and $At=(-1,-1)=-v$. The diagonal $(2,2)$ gives $t=(-\tfrac12,-\tfrac12)$ and $At=(-\tfrac32,-\tfrac32)$, which is not $-v$. The energies through third order are $-\tfrac23$ and $-\tfrac12$, in the order the bound requires. The proof applies the equivalence to both choices; for the second, component `0` already gives a contradiction.

```lean
/-- For two coupled excited states with `A = [[2,1],[1,2]]` and `v = (1,1)`, the
denominators `(3,3)` are stationary and the diagonal elements `(2,2)` of `A` are not. -/
theorem two_state_example :
    IsStationary !![2, 1; 1, 2] ![1, 1] ![3, 3] ∧
      ¬ IsStationary !![2, 1; 1, 2] ![1, 1] ![2, 2] := by
  have hA : (!![2, 1; 1, 2] : Matrix (Fin 2) (Fin 2) ℝ).IsSymm :=
    Matrix.IsSymm.ext fun i j => by fin_cases i <;> fin_cases j <;> simp
  have hv : ∀ k, (![1, 1] : Fin 2 → ℝ) k ≠ 0 := by
    intro k
    fin_cases k <;> simp
  constructor
  · rw [isStationary_iff hA hv (by intro k; fin_cases k <;> simp)]
    ext i
    fin_cases i <;> norm_num [amp, mulVec, dotProduct, Fin.sum_univ_succ]
  · rw [isStationary_iff hA hv (by intro k; fin_cases k <;> simp)]
    intro h
    have h0 := congrFun h 0
    norm_num [amp, mulVec, dotProduct, Fin.sum_univ_succ] at h0

end

end OptimizedLevelShift
```

```lean
#print axioms OptimizedLevelShift.isStationary_iff
#print axioms OptimizedLevelShift.exists_isStationary_iff
#print axioms OptimizedLevelShift.energy_lower_bound
#print axioms OptimizedLevelShift.two_state_example
```

```
'OptimizedLevelShift.isStationary_iff' depends on axioms: [propext, Classical.choice, Quot.sound]
'OptimizedLevelShift.exists_isStationary_iff' depends on axioms: [propext, Classical.choice, Quot.sound]
'OptimizedLevelShift.energy_lower_bound' depends on axioms: [propext, Classical.choice, Quot.sound]
'OptimizedLevelShift.two_state_example' depends on axioms: [propext, Classical.choice, Quot.sound]
```

**Q:** What should I take from this for electronic structure, and does the argument reach simpler level shifts?

**A:** Take a finite, real excited space in which every configuration couples directly to the reference and has its own free denominator. Denominators that make the energy through third order stationary, where they exist, give amplitudes with $At=-v$, which for double excitations is linearized coupled cluster. It does not avoid the work of solving $At=-v$, since the optimal denominators contain its solution. Nor does it say how accurate linearized coupled cluster is.

The rest of my answer is informal algebra. At a stationary point, $At$ and $\operatorname{diag}(D)\,t$ both equal $-v$, so $E_3=0$ and the whole energy sits in $E_2$, which is $-v\cdot A^{-1}v$ for invertible $A$.

The same functional also handles a single common scaling. Start from fixed denominators with energies $E_2$ and $E_3$, and multiply all of them by $\mu\neq0$. The amplitudes become $\lambda t$ with $\lambda=1/\mu$, and since $t\cdot At=E_3-E_2$, the energy is

$$J(\lambda t)=2\lambda E_2+\lambda^2(E_3-E_2).$$

If $E_2\neq0$ and $E_2\neq E_3$, it is stationary at $\lambda=E_2/(E_2-E_3)$, with value $E_2^2/(E_2-E_3)$. This is Feenberg scaling. In the two-state example, the diagonal denominators have $E_2=-1$ and $E_3=\tfrac12$, so the scaled energy is $-\tfrac23$. One parameter suffices there because both denominators need the same factor $\tfrac32$.
